# With common random numbers, the central difference of an L-Lipschitz response has variance at most L²

Take a finite set of random outcomes with probabilities `p`, and for each outcome a real response to a real parameter, Lipschitz with the same constant `L`. The central difference at zero uses the same outcome at `h` and `-h` and divides the difference of the responses by `2 * h`. `common_variance_le` states that the variance of this quotient over the outcomes is at most `L ^ 2` for every step `h > 0`. The attempt bounds each quotient by `L` in absolute value, so that the mean square about zero is at most `L ^ 2`. It then uses `mean_sq_dev`, by which that mean square is the variance plus the square of the mean.

In Lean, a first try:

```lean
import Mathlib

open Filter Topology

namespace CommonVarianceLe

noncomputable section

variable {Ω : Type*} [Fintype Ω] {p : Ω → ℝ} {F : Ω → ℝ → ℝ} {L h : ℝ}

/-- The weights `p` form a probability distribution on a finite set of outcomes. -/
structure IsProb (p : Ω → ℝ) : Prop where
  nonneg : ∀ w, 0 ≤ p w
  total : ∑ w, p w = 1

/-- Weighted mean of an observable. -/
def mean (p X : Ω → ℝ) : ℝ := ∑ w, p w * X w

/-- Variance: the mean square deviation from the mean. -/
def variance (p X : Ω → ℝ) : ℝ := mean p (fun w => (X w - mean p X) ^ 2)

/-- Every outcome gives a response that is Lipschitz in the parameter with constant `L`. -/
def LipschitzResponse (F : Ω → ℝ → ℝ) (L : ℝ) : Prop :=
  ∀ w s t, |F w s - F w t| ≤ L * |s - t|

/-- Central difference at zero with the same random outcome on both sides, for `h ≠ 0`. -/
def commonDiff (F : Ω → ℝ → ℝ) (h : ℝ) (w : Ω) : ℝ := (F w h - F w (-h)) / (2 * h)

/-- The mean square deviation from any reference value `m` is the variance plus the squared
distance of the mean from `m`. -/
theorem mean_sq_dev (hp : IsProb p) (X : Ω → ℝ) (m : ℝ) :
    mean p (fun w => (X w - m) ^ 2) = variance p X + (mean p X - m) ^ 2 := by
  have key : ∀ c : ℝ, mean p (fun w => (X w - c) ^ 2)
      = mean p (fun w => X w ^ 2) - 2 * c * mean p X + c ^ 2 * ∑ w, p w := by
    intro c
    simp only [mean, Finset.mul_sum, ← Finset.sum_sub_distrib, ← Finset.sum_add_distrib]
    exact Finset.sum_congr rfl fun w _ => by ring
  rw [variance, key m, key (mean p X), hp.total]
  ring

/-- With common random numbers and an `L`-Lipschitz response, the central difference has
variance at most `L ^ 2` for every step `h > 0`. -/
theorem common_variance_le (hp : IsProb p) (hF : LipschitzResponse F L) (hh : 0 < h) :
    variance p (commonDiff F h) ≤ L ^ 2 := by
  have h2 : 0 < 2 * h := by positivity
  -- each single difference quotient is bounded by the Lipschitz constant
  have hb : ∀ w, |commonDiff F h w| ≤ L := by
    intro w
    have hw := hF w h (-h)
    rw [show h - -h = 2 * h by ring, abs_of_pos h2] at hw
    rw [commonDiff, abs_div, abs_of_pos h2, div_le_iff₀ h2]
    exact hw
  have h1 := mean_sq_dev hp (commonDiff F h) 0
  have h3 : mean p (fun w => (commonDiff F h w - 0) ^ 2) ≤ L ^ 2 := by
    calc mean p (fun w => (commonDiff F h w - 0) ^ 2) ≤ ∑ w, p w * L ^ 2 := by
          refine Finset.sum_le_sum fun w _ => mul_le_mul_of_nonneg_left ?_ (hp.nonneg w)
          rw [sub_zero]
          exact sq_le_sq' (abs_le.mp (hb w)).1 (abs_le.mp (hb w)).2
      _ = L ^ 2 := by rw [← Finset.sum_mul, hp.total, one_mul]
  linarith [sq_nonneg (mean p (commonDiff F h) - 0)]

end

end CommonVarianceLe
```

Messages:

```
Main.lean:57:14: error: Tactic `rewrite` failed: Did not find an occurrence of the pattern
  ?a - 0
in the target expression
  (fun w => (commonDiff F h w - 0) ^ 2) w ≤ L ^ 2

Ω : Type u_1
inst✝ : Fintype Ω
p : Ω → ℝ
F : Ω → ℝ → ℝ
L h : ℝ
hp : IsProb p
hF : LipschitzResponse F L
hh : 0 < h
h2 : 0 < 2 * h
hb : ∀ (w : Ω), |commonDiff F h w| ≤ L
h1 : (mean p fun w => (commonDiff F h w - 0) ^ 2) = variance p (commonDiff F h) + (mean p (commonDiff F h) - 0) ^ 2
w : Ω
x✝ : w ∈ Finset.univ
⊢ (fun w => (commonDiff F h w - 0) ^ 2) w ≤ L ^ 2
```

Diagnosis. The error is in the termwise bound inside the `calc` step. `mean` is a sum of `p w * X w`, and here `X` is the function `fun w => (commonDiff F h w - 0) ^ 2`. After the `refine`, the left side of the goal is this function applied to `w`, with the application not yet carried out.

`rw [sub_zero]` looks for an instance of `?a - 0`. The only subtraction of zero in the goal is under the `fun`, where `commonDiff F h w` depends on the bound variable. `rw` cannot rewrite a term that contains a bound variable, and it does not carry out the application before it searches, so it reports that the pattern was not found.

The diff replaces `rw` with `simp only [sub_zero]`. `simp only` carries out the application as well as removing the zero, which leaves `commonDiff F h w ^ 2 ≤ L ^ 2`. The next line proves this with `sq_le_sq'` from the two-sided bound in `hb w`.

Lean accepts the file once it reads:

```diff
@@ -55,5 +55,5 @@
     calc mean p (fun w => (commonDiff F h w - 0) ^ 2) ≤ ∑ w, p w * L ^ 2 := by
           refine Finset.sum_le_sum fun w _ => mul_le_mul_of_nonneg_left ?_ (hp.nonneg w)
-          rw [sub_zero]
+          simp only [sub_zero]
           exact sq_le_sq' (abs_le.mp (hb w)).1 (abs_le.mp (hb w)).2
       _ = L ^ 2 := by rw [← Finset.sum_mul, hp.total, one_mul]
```
